# A Common Supercell of Index m² + mn + n² in a Commensurately Twisted Hexagonal Bilayer

When one hexagonal layer is stacked on another with the same lattice constant and turned, the pair as a whole is periodic only if some nonzero translations belong to both layers. A plane-wave or tight-binding calculation that treats the infinite pair as a crystal uses a cell spanned by such translations, and its cost depends on how many primitive cells of each layer that cell contains. For a family of twist angles labelled by two integers, both the cell and the count can be written down.

## Counting cells by multiplication

Take the lattice constant as unit length and the plane as the complex numbers, with a1 = 1 and a2 = ω = exp(iπ/3). Multiplication by ω is the 60-degree rotation. The first layer L consists of the sites p + qω with p, q integers. Since

ω² = ω − 1,

products of sites are again sites. For a complex number a, write aL for the set of products of a with sites of L; this is the lattice generated by a and ωa.

For integers m, n, not both zero, put

z = m + nω, w = n + mω, Q = w/z.

From conj ω = 1 − ω we get ω·conj z = (m + n)ω − nω² = n + mω = w. Hence |w| = |z| and |Q| = 1, so multiplication by Q is a rotation, and it takes z to w. The second layer is QL, and the proposed supercell is wL. It lies in L because w is a site, and in QL because wL = Q(zL) and zL lies in L.

To find the index, let

N = z·conj z = m² + mn + n².

In the tower NL ⊂ zL ⊂ L, the full index is N², since a site lies in NL exactly when both its coordinates are divisible by N. Dividing by z turns the lower step into conj z L ⊂ L, and reflection turns that into zL ⊂ L, the upper step. The two steps have equal index, so each has index N. Rotation by Q gives [QL : wL] = N. Exchanging m and n leaves N unchanged, so [L : wL] = N as well.

## When the supercell contains every common translation

The supercell equals L ∩ QL exactly when m and n are coprime and 3 does not divide m − n.

Suppose the condition holds. Then m − n is coprime to 3n, so there are integers s, t with s(m − n) + 3tn = 1. Setting α = t + (s − 2t)ω and β = t + (t − s)ω, expansion with ω² = ω − 1 gives

αz + βw = s(m − n) + 3tn = 1.

A common site x is both a site of L and of the form rQ with r in L. Therefore

x = αzx + βwx = (αr)w + (βx)w,

which lies in wL.

Conversely, suppose z = ga and w = gc with g, a, c in L. Then c = Qa is a common site. If it lies in wL, then c = pw = pgc for some site p, so gp = 1. For g = gcd(m, n) this forces g = 1. If m − n = 3k, then

z = (1 + ω)(n + 2k − kω), w = (1 + ω)(n + k + kω),

but |1 + ω|² = 3, while |p|² is an integer, so (1 + ω)p = 1 is impossible.

For m = 2, n = 1, N = 7 and Q = (5 + 3ω)/7, whose real part 13/14 gives an angle of about 21.8 degrees. With s = 1, t = 0 the identity reads ωz − ωw = ω(1 − ω) = 1, so the seven-cell supercell is primitive. For m = 4, n = 1, N = 21, but 2 + ω is a common site with squared length 7, shorter than any nonzero vector of wL.

## The lattices in Lean

```lean
import Mathlib

open Complex

namespace TwistedBilayer

noncomputable section
```

The 60-degree rotation and the sites come first.

```lean
/-- The rotation by 60 degrees, as a complex number; it is also the lattice vector `a2` when `a1 = 1`. -/
def ω : ℂ := Complex.exp ((Real.pi / 3 : ℝ) * I)

/-- The lattice site `m a1 + n a2`. -/
def site (m n : ℤ) : ℂ := m + n * ω
```

An `AddSubgroup ℂ` is a nonempty set of translations closed under addition and negation; `hexLattice a` is aL, and `hexLattice 1` is L.

```lean
/-- The lattice generated by a vector `a` and its 60-degree rotation. -/
def hexLattice (a : ℂ) : AddSubgroup ℂ := AddSubgroup.closure {a, ω * a}
```

In the notation above, `site m n` is z, `site n m` is w, and `twist m n` is Q. The second layer is the image of L under multiplication by Q.

```lean
/-- The factor `Q` whose multiplication sends `m a1 + n a2` to `n a1 + m a2`. -/
def twist (m n : ℤ) : ℂ := site n m / site m n

/-- The second layer `Q L`. -/
def twistedLayer (m n : ℤ) : AddSubgroup ℂ :=
  (hexLattice 1).map (AddMonoidHom.mulLeft (twist m n))

/-- The lattice generated by `n a1 + m a2` and its 60-degree rotation. -/
def supercell (m n : ℤ) : AddSubgroup ℂ := hexLattice (site n m)
```

These definitions record only the translations of two rigid layers, which do not depend on the centre of rotation or on a sideways shift of one layer. They contain no atomic basis, interlayer spacing or relaxation.

## Arithmetic of sites

The components of ω yield its square and its conjugate. Comparing imaginary parts then shows that site coordinates are unique.

```lean
/-- Cartesian components, square and mirror image of the second lattice vector. -/
theorem omega_basic : ω.re = 1 / 2 ∧ ω.im = Real.sqrt 3 / 2 ∧ ω ^ 2 = ω - 1 ∧
    starRingEnd ℂ ω = 1 - ω := by
  have hr : ω.re = 1 / 2 := by
    rw [ω, Complex.exp_ofReal_mul_I_re, Real.cos_pi_div_three]
  have hi : ω.im = Real.sqrt 3 / 2 := by
    rw [ω, Complex.exp_ofReal_mul_I_im, Real.sin_pi_div_three]
  have h3 : Real.sqrt 3 * Real.sqrt 3 = 3 := Real.mul_self_sqrt (by norm_num)
  refine ⟨hr, hi, ?_, ?_⟩
  · rw [pow_two]
    apply Complex.ext <;>
      simp only [mul_re, mul_im, sub_re, sub_im, one_re, one_im, hr, hi] <;> nlinarith [h3]
  · apply Complex.ext <;>
      simp only [conj_re, conj_im, sub_re, sub_im, one_re, one_im, hr, hi] <;> ring

/-- The integer coordinates of a lattice site are unique. -/
theorem site_inj {a b c d : ℤ} (h : site a b = site c d) : a = c ∧ b = d := by
  have him := congrArg Complex.im h
  simp only [site, add_im, mul_im, intCast_re, intCast_im, omega_basic.2.1,
    zero_mul, zero_add, add_zero] at him
  have hb : (b : ℝ) = d := mul_right_cancel₀ (by positivity : Real.sqrt 3 / 2 ≠ 0) him
  have hb' : b = d := by exact_mod_cast hb
  subst hb'
  exact ⟨by simpa [site] using h, rfl⟩
```

The next three results give the product rule, the description of aL as multiples of a, and the effect of multiplying a lattice by c.

```lean
/-- The product of two lattice sites, as complex numbers, is a lattice site. -/
theorem site_mul (a b c d : ℤ) :
    site a b * site c d = site (a * c - b * d) (a * d + b * c + b * d) := by
  simp only [site]
  push_cast
  linear_combination (b * d : ℂ) * omega_basic.2.2.1

/-- The lattice generated by `a` and its 60-degree rotation consists of the products of `a` with
the sites of `L`. -/
theorem mem_hexLattice (a x : ℂ) : x ∈ hexLattice a ↔ ∃ p q : ℤ, x = site p q * a := by
  rw [hexLattice, AddSubgroup.mem_closure_pair]
  constructor
  · rintro ⟨p, q, rfl⟩
    exact ⟨p, q, by simp only [site, zsmul_eq_mul]; ring⟩
  · rintro ⟨p, q, rfl⟩
    exact ⟨p, q, by simp only [site, zsmul_eq_mul]; ring⟩

/-- Multiplying a hexagonal lattice by `c` multiplies its generating vector by `c`. -/
theorem map_hexLattice (c a : ℂ) :
    (hexLattice a).map (AddMonoidHom.mulLeft c) = hexLattice (c * a) := by
  ext x
  simp only [AddSubgroup.mem_map, mem_hexLattice, AddMonoidHom.coe_mulLeft]
  constructor
  · rintro ⟨_, ⟨p, q, rfl⟩, rfl⟩
    exact ⟨p, q, by ring⟩
  · rintro ⟨p, q, rfl⟩
    exact ⟨site p q * a, ⟨p, q, rfl⟩, by ring⟩
```

## The index of a sublattice

`H.relIndex K` is the index of H ∩ K in K, which is the usual index when H lies in K. Below, `f` turns coordinates into sites and `g` reduces them modulo N; the kernel of `g` is the enlarged lattice in coordinates, and for positive N the image of `g` has N·N elements. For N = 0 the index is infinite, which Lean records as 0.

```lean
/-- Scaling the lattice `L` by a positive natural factor `N` gives a sublattice of index `N * N`.
For `N = 0` both sides are `0`, the value Lean gives to an infinite index. -/
theorem index_scaled (N : ℕ) : (hexLattice (N : ℂ)).relIndex (hexLattice 1) = N * N := by
  let f : ℤ × ℤ →+ ℂ :=
    { toFun := fun p => site p.1 p.2
      map_zero' := by simp [site]
      map_add' := by
        intro p q
        simp only [site, Prod.fst_add, Prod.snd_add]
        push_cast
        ring }
  let g : ℤ × ℤ →+ ZMod N × ZMod N :=
    (Int.castAddHom (ZMod N)).prodMap (Int.castAddHom (ZMod N))
  have h1 : hexLattice 1 = (⊤ : AddSubgroup (ℤ × ℤ)).map f := by
    ext x
    rw [mem_hexLattice, AddSubgroup.mem_map]
    constructor
    · rintro ⟨p, q, rfl⟩
      exact ⟨(p, q), AddSubgroup.mem_top _, (mul_one _).symm⟩
    · rintro ⟨⟨p, q⟩, _, rfl⟩
      exact ⟨p, q, (mul_one _).symm⟩
  -- a site lies in the enlarged lattice when both coordinates vanish modulo N
  have h2 : (hexLattice (N : ℂ)).comap f = g.ker := by
    ext ⟨x, y⟩
    have hg : g (x, y) = 0 ↔ (N : ℤ) ∣ x ∧ (N : ℤ) ∣ y := by
      rw [← CharP.intCast_eq_zero_iff (ZMod N) N x, ← CharP.intCast_eq_zero_iff (ZMod N) N y]
      exact Prod.mk_eq_zero
    rw [AddSubgroup.mem_comap, mem_hexLattice, AddMonoidHom.mem_ker, hg]
    constructor
    · rintro ⟨p, q, h⟩
      have h' : site x y = site (N * p) (N * q) := by
        refine Eq.trans h ?_
        simp only [site]
        push_cast
        ring
      exact ⟨⟨p, (site_inj h').1⟩, ⟨q, (site_inj h').2⟩⟩
    · rintro ⟨⟨p, rfl⟩, ⟨q, rfl⟩⟩
      refine ⟨p, q, ?_⟩
      change site (N * p) (N * q) = _
      simp only [site]
      push_cast
      ring
  have hs : Function.Surjective g := by
    rintro ⟨a, b⟩
    obtain ⟨x, rfl⟩ := ZMod.intCast_surjective a
    obtain ⟨y, rfl⟩ := ZMod.intCast_surjective b
    exact ⟨(x, y), rfl⟩
  rw [h1, ← AddSubgroup.relIndex_comap, h2, AddSubgroup.relIndex_top_right,
    AddSubgroup.index_ker, AddMonoidHom.range_eq_top.mpr hs, AddSubgroup.card_top,
    Nat.card_prod, Nat.card_zmod]
```

The tower argument follows. `hmap` says that injective additive maps preserve relative indices. It is applied to reflection (`h1`), to multiplication by z (`h2`) and to multiplication by a (`h3`). `tower` multiplies the two steps, and taking the square root leaves N.

```lean
/-- Multiplying the generator of a hexagonal lattice by a nonzero site `m a1 + n a2` gives a
sublattice of index `m^2 + m n + n^2`. -/
theorem index_hexLattice (m n : ℤ) (a : ℂ) (h : site m n ≠ 0) (ha : a ≠ 0) :
    hexLattice (site m n * a) ≤ hexLattice a ∧
    ((hexLattice (site m n * a)).relIndex (hexLattice a) : ℤ) = m ^ 2 + m * n + n ^ 2 := by
  have hle : ∀ (p q : ℤ) (b : ℂ), hexLattice (site p q * b) ≤ hexLattice b := by
    intro p q b x hx
    obtain ⟨r, s, rfl⟩ := (mem_hexLattice _ _).1 hx
    rw [← mul_assoc, site_mul]
    exact (mem_hexLattice _ _).2 ⟨_, _, rfl⟩
  refine ⟨hle m n a, ?_⟩
  have hmap : ∀ f : ℂ →+ ℂ, Function.Injective f → ∀ H K : AddSubgroup ℂ,
      (H.map f).relIndex (K.map f) = H.relIndex K := by
    intro f hf H K
    rw [← AddSubgroup.relIndex_comap, AddSubgroup.comap_map_eq_self_of_injective hf]
  have hconj : ∀ p q : ℤ, starRingEnd ℂ (site p q) = site (p + q) (-q) := by
    intro p q
    simp only [site, map_add, map_mul, map_intCast, omega_basic.2.2.2]
    push_cast
    ring
  let σ : ℂ →+ ℂ := (starRingEnd ℂ).toAddMonoidHom
  have hσ : ∀ b : ℂ, (hexLattice b).map σ = hexLattice (starRingEnd ℂ b) := by
    intro b
    ext x
    constructor
    · rintro ⟨y, hy, rfl⟩
      obtain ⟨p, q, rfl⟩ := (mem_hexLattice _ _).1 hy
      refine (mem_hexLattice _ _).2 ⟨p + q, -q, ?_⟩
      rw [← hconj]
      exact map_mul (starRingEnd ℂ) _ _
    · intro hx
      obtain ⟨p, q, rfl⟩ := (mem_hexLattice _ _).1 hx
      refine ⟨site (p + q) (-q) * b, (mem_hexLattice _ _).2 ⟨_, _, rfl⟩, ?_⟩
      change starRingEnd ℂ (site (p + q) (-q) * b) = _
      rw [map_mul, hconj, add_neg_cancel_right, neg_neg]
  obtain ⟨N, hN⟩ := Int.eq_ofNat_of_zero_le
    (show 0 ≤ m ^ 2 + m * n + n ^ 2 by nlinarith [sq_nonneg (m + n), sq_nonneg m, sq_nonneg n])
  have hz : site m n * site (m + n) (-n) = (N : ℂ) := by
    have hc : (m : ℂ) ^ 2 + m * n + n ^ 2 = N := by exact_mod_cast hN
    rw [site_mul, ← hc]
    simp only [site]
    push_cast
    ring
  -- reflection and multiplication by a nonzero number preserve the index
  have h1 := hmap σ (starRingEnd ℂ).injective (hexLattice (site m n)) (hexLattice 1)
  rw [hσ, hσ, hconj, map_one] at h1
  have h2 := hmap (AddMonoidHom.mulLeft (site m n)) (mul_right_injective₀ h)
    (hexLattice (site (m + n) (-n))) (hexLattice 1)
  rw [map_hexLattice, map_hexLattice, hz, mul_one] at h2
  have h3 := hmap (AddMonoidHom.mulLeft a) (mul_right_injective₀ ha)
    (hexLattice (site m n)) (hexLattice 1)
  rw [map_hexLattice, map_hexLattice, mul_one, mul_comm a] at h3
  -- the tower N L ⊂ z L ⊂ L has two equal steps
  have tower := AddSubgroup.relIndex_mul_relIndex (hexLattice (N : ℂ)) (hexLattice (site m n))
    (hexLattice 1) (by rw [← hz, mul_comm]; exact hle _ _ _)
    (by have := hle m n 1; rwa [mul_one] at this)
  rw [h2, h1, index_scaled] at tower
  rw [h3, Nat.mul_self_inj.mp tower]
  exact hN.symm
```

## The twist and the supercell

The next theorem assumes z ≠ 0, that is, m and n not both zero, so that Q = w/z is a rotation. The relation w = ω·conj z appears as `hswap`.

```lean
/-- The twist has modulus one and sends `m a1 + n a2` to `n a1 + m a2`. -/
theorem twist_rotation (m n : ℤ) (h : site m n ≠ 0) :
    ‖twist m n‖ = 1 ∧ twist m n * site m n = site n m := by
  refine ⟨?_, div_mul_cancel₀ _ h⟩
  have hswap : site n m = ω * starRingEnd ℂ (site m n) := by
    simp only [site, map_add, map_mul, map_intCast, omega_basic.2.2.2]
    linear_combination (n : ℂ) * omega_basic.2.2.1
  have hω : ‖ω‖ = 1 := Complex.norm_exp_ofReal_mul_I _
  rw [twist, norm_div, hswap, norm_mul, hω, one_mul, RCLike.norm_conj,
    div_self (norm_ne_zero_iff.2 h)]
```

The main theorem states both inclusions and both indices. Its only hypothesis, `site m n ≠ 0`, excludes m = n = 0, where no twist is defined; positive m and n satisfy it.

```lean
/-- The supercell lattice is a sublattice of both layers `L` and `Q L`, of index
`m^2 + m n + n^2` in each. -/
theorem supercell_index (m n : ℤ) (h : site m n ≠ 0) :
    supercell m n ≤ hexLattice 1 ∧ supercell m n ≤ twistedLayer m n ∧
    ((supercell m n).relIndex (hexLattice 1) : ℤ) = m ^ 2 + m * n + n ^ 2 ∧
    ((supercell m n).relIndex (twistedLayer m n) : ℤ) = m ^ 2 + m * n + n ^ 2 := by
  obtain ⟨hnorm, hrot⟩ := twist_rotation m n h
  have ht : twist m n ≠ 0 := by
    intro e
    rw [e, norm_zero] at hnorm
    exact zero_ne_one hnorm
  have hw : site n m ≠ 0 := by
    rw [← hrot]
    exact mul_ne_zero ht h
  have h1 := index_hexLattice n m 1 hw one_ne_zero
  have h2 := index_hexLattice m n (twist m n) h ht
  rw [mul_one] at h1
  rw [mul_comm, hrot] at h2
  have hT : twistedLayer m n = hexLattice (twist m n) := by
    rw [twistedLayer, map_hexLattice, mul_one]
  rw [hT]
  exact ⟨h1.1, h2.1, h1.2.trans (by ring), h2.2⟩
```

In the basis a1, a2 of the first layer, the supercell is spanned by the integer columns (n, m) and (−m, n + m). The determinant of that matrix, n(n + m) + m², is again the index in L.

## The coincidence criterion

In the last theorem, `⊓` is intersection, and m and n are again not both zero. The forward direction uses `key`, the statement that a common factor g must be invertible, first for the gcd and then for `site 1 1`, which is 1 + ω. The reverse direction builds `bez`, the identity αz + βw = 1, and `hx` writes a common site as a sum of two multiples of w.

```lean
/-- The intersection of the two layers equals the supercell lattice exactly when `m` and `n` are
coprime and `m - n` is not a multiple of three. -/
theorem coincidence_iff (m n : ℤ) (h : site m n ≠ 0) :
    hexLattice 1 ⊓ twistedLayer m n = supercell m n ↔ IsCoprime m n ∧ ¬ (3 : ℤ) ∣ m - n := by
  obtain ⟨hS1, hS2, -, -⟩ := supercell_index m n h
  obtain ⟨hnorm, hrot⟩ := twist_rotation m n h
  have hT : twistedLayer m n = hexLattice (twist m n) := by
    rw [twistedLayer, map_hexLattice, mul_one]
  have hone : site 1 0 = 1 := by simp [site]
  constructor
  · intro heq
    -- a common factor of the two sites must be invertible in the lattice
    have key : ∀ (g : ℂ) (a b c d : ℤ), site m n = g * site a b → site n m = g * site c d →
        ∃ p q : ℤ, g * site p q = 1 := by
      intro g a b c d hz hw
      have hg : g ≠ 0 := by
        rintro rfl
        exact h (by rw [hz, zero_mul])
      have hcd : site c d = site a b * twist m n := by
        apply mul_left_cancel₀ hg
        linear_combination twist m n * hz - hw - hrot
      have hmem : site c d ∈ hexLattice 1 ⊓ twistedLayer m n := by
        rw [hT]
        exact ⟨(mem_hexLattice _ _).2 ⟨c, d, (mul_one _).symm⟩,
          (mem_hexLattice _ _).2 ⟨a, b, hcd⟩⟩
      rw [heq] at hmem
      obtain ⟨p, q, he⟩ := (mem_hexLattice _ _).1 hmem
      have hne : site c d ≠ 0 := by
        intro e
        rw [e, mul_zero] at hw
        rw [hw] at hrot
        rcases mul_eq_zero.1 hrot with h0 | h0
        · rw [h0, norm_zero] at hnorm
          exact zero_ne_one hnorm
        · exact h h0
      refine ⟨p, q, mul_right_cancel₀ hne ?_⟩
      linear_combination -he - site p q * hw
    have hsmul : ∀ d a b : ℤ, site (d * a) (d * b) = (d : ℂ) * site a b := by
      intro d a b
      simp only [site]
      push_cast
      ring
    constructor
    · obtain ⟨d, hd⟩ : ∃ d : ℤ, d = (Int.gcd m n : ℤ) := ⟨_, rfl⟩
      obtain ⟨a, ha⟩ : d ∣ m := by rw [hd]; exact Int.gcd_dvd_left ..
      obtain ⟨b, hb⟩ : d ∣ n := by rw [hd]; exact Int.gcd_dvd_right ..
      obtain ⟨p, q, hp⟩ := key d a b b a (by rw [← hsmul, ← ha, ← hb])
        (by rw [← hsmul, ← ha, ← hb])
      rw [← hsmul] at hp
      have h1 := (site_inj (hp.trans hone.symm)).1
      have h2 : d = 1 := Int.eq_one_of_dvd_one (by rw [hd]; positivity) ⟨p, h1.symm⟩
      rw [hd] at h2
      exact Int.isCoprime_iff_gcd_eq_one.2 (by exact_mod_cast h2)
    · rintro ⟨k, hk⟩
      obtain ⟨p, q, hp⟩ := key (site 1 1) (n + 2 * k) (-k) (n + k) k
        (by rw [site_mul]; congr 1 <;> linarith) (by rw [site_mul]; congr 1 <;> linarith)
      rw [site_mul] at hp
      obtain ⟨h1, h2⟩ := site_inj (hp.trans hone.symm)
      omega
  · rintro ⟨⟨u, v, huv⟩, h3⟩
    have c1 : IsCoprime (m - n) n := ⟨u, u + v, by linear_combination huv⟩
    have c3 : IsCoprime (m - n) 3 := by
      rcases (by omega : (m - n) % 3 = 1 ∨ (m - n) % 3 = 2) with h0 | h0
      · exact ⟨1, -((m - n) / 3), by omega⟩
      · exact ⟨-1, (m - n) / 3 + 1, by omega⟩
    obtain ⟨s, t, hst⟩ := c3.mul_right c1
    have hc : (s : ℂ) * (m - n) + t * (3 * n) = 1 := by exact_mod_cast hst
    -- Bezout identity for the two sites
    have bez : site t (s - 2 * t) * site m n + site t (t - s) * site n m = 1 := by
      simp only [site]
      push_cast
      linear_combination hc + (((s : ℂ) - 2 * t) * n + (t - s) * m) * omega_basic.2.2.1
    apply le_antisymm
    · rintro x ⟨hx1, hx2⟩
      rw [hT] at hx2
      obtain ⟨p, q, h1⟩ := (mem_hexLattice _ _).1 hx1
      obtain ⟨r, l, h2⟩ := (mem_hexLattice _ _).1 hx2
      have hx : x = site t (s - 2 * t) * site r l * site n m +
          site t (t - s) * site p q * site n m := by
        linear_combination -x * bez + site t (s - 2 * t) * site m n * h2 +
          site t (s - 2 * t) * site r l * hrot + site t (t - s) * site n m * h1
      rw [hx, site_mul t (s - 2 * t) r l, site_mul t (t - s) p q]
      exact add_mem ((mem_hexLattice _ _).2 ⟨_, _, rfl⟩) ((mem_hexLattice _ _).2 ⟨_, _, rfl⟩)
    · exact le_inf hS1 hS2

end

end TwistedBilayer
```

```lean
#print axioms TwistedBilayer.supercell_index
#print axioms TwistedBilayer.coincidence_iff
```

```
'TwistedBilayer.supercell_index' depends on axioms: [propext, Classical.choice, Quot.sound]
'TwistedBilayer.coincidence_iff' depends on axioms: [propext, Classical.choice, Quot.sound]
```

For a rigid bilayer in this family, the criterion tells a simulator whether the supercell is already the smallest periodic cell; when it fails, the supercell is still valid but larger than necessary.
